# With nonnegative exchange in an open shell, only parallel spins minimise the exchange energy if and only if the exchange graph is connected

Consider an open shell of \(n\) orthonormal orbitals, each holding one electron, in which every electron can be given spin up or spin down. If the orbitals are held fixed and the Hamiltonian does not depend on spin, the one-electron energies and the direct Coulomb repulsion are the same for every choice. In the energy of a single determinant, only the exchange term depends on the spins, and each pair of parallel electrons lowers the energy by its exchange integral, which is positive or zero. Making all spins parallel therefore gives the lowest energy among these determinants. Whether some other arrangement is equally low depends on which exchange integrals vanish.

## The exchange gap and the connectivity criterion

Number the orbitals \(0,\dots,n-1\), with \(n\ge 1\), and write \(s_i=\pm1\) for the spin in orbital \(i\). Let \(K_{ij}=K_{ji}\ge 0\) be the exchange integral of two distinct orbitals. The exchange energy is

\[
E(s)=-\sum_{i<j,\; s_i=s_j}K_{ij}.
\]

Its height above a uniform assignment, in which every spin equals the same \(\sigma=\pm1\), is

\[
E(s)-E(\sigma,\dots,\sigma)=\sum_{i<j,\; s_i\ne s_j}K_{ij}.
\]

The exchange graph has the orbitals as vertices and an edge between distinct \(i\) and \(j\) whenever \(K_{ij}>0\). All-up and all-down are the only minimisers of \(E\) if and only if this graph is connected. In general, with \(c\) connected components, there are \(2^c\) minimisers.

The sign condition has a physical origin. For the Coulomb interaction, \(K_{ij}\) is twice the electrostatic self-energy of the overlap density \(\varphi_i^*\varphi_j\) of the spatial orbitals \(\varphi_i\) and \(\varphi_j\), and this self-energy is nonnegative. It is zero only if that density vanishes almost everywhere, as for orbitals confined to separate regions. The theorems take only the nonnegativity as a hypothesis, on a real symmetric matrix.

## Spin enumeration and high-spin starting guesses

An electronic-structure code that starts an open-shell calculation from the high-spin determinant, and treats it as the unique lowest spin pattern up to a global flip, relies on the exchange graph being connected, within the model of fixed orbitals and single determinants. A graph search over the \(n\times n\) matrix decides the matter without visiting all \(2^n\) assignments. The count \(2^c\) also gives a check for a routine that enumerates spin patterns and reports the degeneracy of the lowest level.

Screening deserves attention here. If small exchange integrals are set to zero, the graph may fall apart, and the truncated model then has extra minimisers that the original matrix did not have. The criterion applies to the matrix actually used in the energy.

## From vanishing gap to constant spin on each component

In a uniform assignment every pair is parallel, so \(E(\sigma,\dots,\sigma)=-\sum_{i<j}K_{ij}\). For any \(s\), each pair is either parallel or antiparallel, hence

\[
\sum_{i<j}K_{ij}=\sum_{i<j,\;s_i=s_j}K_{ij}+\sum_{i<j,\;s_i\ne s_j}K_{ij}.
\]

The first sum on the right is \(-E(s)\). Rearranging gives the gap formula.

All terms of the gap are nonnegative, so a uniform assignment is always a minimiser. An assignment \(s\) is a minimiser exactly when its gap is zero, and a sum of nonnegative terms is zero exactly when each term is zero. Thus \(s\) is a minimiser if and only if \(K_{ij}>0\) implies \(s_i=s_j\) for all distinct \(i,j\).

Equality of spins passes along a chain of edges: if \(i_0,i_1,\dots,i_m\) are successively joined, then \(s_{i_0}=s_{i_1}=\dots=s_{i_m}\). So the minimisers are exactly the assignments that are constant on each connected component.

If the graph is connected, there is one component, and only the two uniform assignments remain. If it is not connected, choose orbitals \(u\) and \(v\) in different components. Put spin up on the component of \(u\) and spin down everywhere else. This assignment is constant on components, so it is a minimiser, but \(s_u=1\) and \(s_v=-1\), so it is not uniform. This proves both directions. Choosing one sign freely for each component gives the count \(2^c\).

For \(n=1\) there are no pairs, both assignments have energy zero, and the one-vertex graph is connected, as the criterion requires.

## Four orbitals with one missing link

Take \(n=4\), with \(K_{01}=0.6\), \(K_{12}=0.2\) and all other exchange integrals zero, in arbitrary energy units. The components are \(\{0,1,2\}\) and \(\{3\}\), so there are \(2^2=4\) minimisers.

- For \(\uparrow\uparrow\uparrow\uparrow\), the energy is \(-(0.6+0.2)=-0.8\).
- For \(\uparrow\uparrow\uparrow\downarrow\), the energy is also \(-0.8\), since orbital 3 has no exchange with the others.
- For \(\uparrow\uparrow\downarrow\downarrow\), the energy is \(-0.6\). The gap of \(0.2\) is \(K_{12}\), the only nonzero integral between antiparallel orbitals.

The other two minimisers are the global flips of the first two. Orbitals 0 and 2 are parallel in all four, although \(K_{02}=0\), because orbital 1 links them.

Now set \(K_{23}=0.1\). The graph becomes a connected chain. The uniform energy drops to \(-0.9\), while \(\uparrow\uparrow\uparrow\downarrow\) stays at \(-0.8\). Any non-uniform assignment breaks at least one link of the chain, so it costs at least \(0.1\), and only the two uniform assignments are minimisers.

## The Lean file

```lean
import Mathlib

open Finset

namespace HundFirstRule

noncomputable section

variable {n : ℕ}

/-- The exchange energy of a spin assignment: minus the sum of the exchange integrals
over all pairs of orbitals with parallel spins. -/
def energy (K : Fin n → Fin n → ℝ) (s : Fin n → ℤˣ) : ℝ :=
  -∑ p : Fin n × Fin n with p.1 < p.2 ∧ s p.1 = s p.2, K p.1 p.2

/-- A ground assignment has the lowest exchange energy among all spin assignments. -/
def IsGround (K : Fin n → Fin n → ℝ) (s : Fin n → ℤˣ) : Prop :=
  ∀ t : Fin n → ℤˣ, energy K s ≤ energy K t

/-- The exchange graph joins two distinct orbitals `i` and `j` when `K i j` or `K j i` is positive.
-/
def exchangeGraph (K : Fin n → Fin n → ℝ) : SimpleGraph (Fin n) :=
  SimpleGraph.fromRel (fun i j => 0 < K i j)

/-- The energy of a spin assignment above a fully parallel one is the sum of the exchange
integrals over its antiparallel pairs. -/
theorem energy_sub_parallel (K : Fin n → Fin n → ℝ) (s : Fin n → ℤˣ) (σ : ℤˣ) :
    energy K s - energy K (fun _ => σ) =
      ∑ p : Fin n × Fin n with p.1 < p.2 ∧ s p.1 ≠ s p.2, K p.1 p.2 := by
  -- every pair is either parallel or antiparallel in `s`
  have h : (∑ p : Fin n × Fin n with p.1 < p.2 ∧ σ = σ, K p.1 p.2) =
      (∑ p : Fin n × Fin n with p.1 < p.2 ∧ s p.1 = s p.2, K p.1 p.2) +
      ∑ p : Fin n × Fin n with p.1 < p.2 ∧ s p.1 ≠ s p.2, K p.1 p.2 := by
    rw [Finset.sum_filter, Finset.sum_filter, Finset.sum_filter, ← Finset.sum_add_distrib]
    refine Finset.sum_congr rfl fun p _ => ?_
    by_cases h1 : p.1 < p.2 <;> by_cases h2 : s p.1 = s p.2 <;> simp [h1, h2]
  unfold energy
  linarith

/-- For symmetric, nonnegative exchange integrals between distinct orbitals, a spin assignment is a
ground assignment exactly when every pair of distinct orbitals with positive exchange integral has
parallel spins. -/
theorem isGround_iff_adj {K : Fin n → Fin n → ℝ} (hsymm : ∀ i j, K i j = K j i)
    (hK : ∀ i j, i ≠ j → 0 ≤ K i j) (s : Fin n → ℤˣ) :
    IsGround K s ↔ ∀ i j, (exchangeGraph K).Adj i j → s i = s j := by
  have hnn : ∀ t : Fin n → ℤˣ,
      ∀ p ∈ Finset.univ.filter (fun p : Fin n × Fin n => p.1 < p.2 ∧ t p.1 ≠ t p.2),
        0 ≤ K p.1 p.2 := by
    intro t p hp
    exact hK _ _ (ne_of_lt (Finset.mem_filter.1 hp).2.1)
  constructor
  · intro h
    -- the cost of the antiparallel pairs vanishes, hence so does each term
    have hgap := energy_sub_parallel K s 1
    have hle := h (fun _ => 1)
    have hpos := Finset.sum_nonneg (hnn s)
    have hzero := (Finset.sum_eq_zero_iff_of_nonneg (hnn s)).1 (by linarith)
    have key : ∀ i j, i < j → s i ≠ s j → K i j = 0 := fun i j hij hs =>
      hzero (i, j) (Finset.mem_filter.2 ⟨Finset.mem_univ _, hij, hs⟩)
    intro i j hadj
    obtain ⟨hne, hr⟩ := (SimpleGraph.fromRel_adj _ _ _).1 hadj
    by_contra hs
    have hKs := hsymm i j
    have hz : K i j = 0 := by
      rcases lt_or_gt_of_ne hne with hij | hij
      · exact key i j hij hs
      · rw [hKs]
        exact key j i hij (Ne.symm hs)
    rcases hr with hr | hr <;> linarith
  · intro h t
    have hs := energy_sub_parallel K s 1
    have ht := energy_sub_parallel K t 1
    have hpos := Finset.sum_nonneg (hnn t)
    have hz : (∑ p : Fin n × Fin n with p.1 < p.2 ∧ s p.1 ≠ s p.2, K p.1 p.2) = 0 := by
      refine Finset.sum_eq_zero fun p hp => ?_
      have hp' := (Finset.mem_filter.1 hp).2
      by_contra hne
      have hlt : 0 < K p.1 p.2 := lt_of_le_of_ne (hnn s p hp) (Ne.symm hne)
      exact hp'.2 (h _ _ ((SimpleGraph.fromRel_adj _ _ _).2 ⟨ne_of_lt hp'.1, Or.inl hlt⟩))
    linarith

/-- For symmetric, nonnegative exchange integrals between distinct orbitals, a spin assignment is a
ground assignment exactly when any two orbitals linked by a chain of positive exchange integrals
have parallel spins. -/
theorem isGround_iff_reachable {K : Fin n → Fin n → ℝ} (hsymm : ∀ i j, K i j = K j i)
    (hK : ∀ i j, i ≠ j → 0 ≤ K i j) (s : Fin n → ℤˣ) :
    IsGround K s ↔ ∀ i j, (exchangeGraph K).Reachable i j → s i = s j := by
  rw [isGround_iff_adj hsymm hK]
  constructor
  · rintro h i j ⟨w⟩
    -- parallel alignment propagates along the chain
    induction w with
    | nil => rfl
    | cons hadj _ ih => exact (h _ _ hadj).trans ih
  · exact fun h i j hadj => h i j hadj.reachable

/-- For at least one orbital and symmetric, nonnegative exchange integrals, the all-up and all-down
assignments are the only energy minimisers if and only if the exchange graph is connected. -/
theorem ground_parallel_iff_connected (hn : 0 < n) {K : Fin n → Fin n → ℝ}
    (hsymm : ∀ i j, K i j = K j i) (hK : ∀ i j, i ≠ j → 0 ≤ K i j) :
    (∀ s, IsGround K s ↔ (s = (fun _ => 1) ∨ s = (fun _ => -1))) ↔
      (exchangeGraph K).Connected := by
  classical
  constructor
  · intro h
    refine (SimpleGraph.connected_iff _).2 ⟨?_, ⟨⟨0, hn⟩⟩⟩
    intro u v
    by_contra huv
    -- the component of `u` up, all other orbitals down
    let s : Fin n → ℤˣ := fun i => if (exchangeGraph K).Reachable u i then 1 else -1
    have hs : IsGround K s := by
      rw [isGround_iff_reachable hsymm hK]
      intro i j hij
      have hiff : (exchangeGraph K).Reachable u i ↔ (exchangeGraph K).Reachable u j :=
        ⟨fun hi => hi.trans hij, fun hj => hj.trans hij.symm⟩
      simp only [s, hiff]
    have hu : s u = 1 := if_pos (SimpleGraph.Reachable.refl u)
    have hv : s v = -1 := if_neg huv
    have hne : (1 : ℤˣ) ≠ -1 := by decide
    rcases (h s).1 hs with h1 | h1
    · exact hne ((congrFun h1 v).symm.trans hv)
    · exact hne (hu.symm.trans (congrFun h1 u))
  · intro hc s
    rw [isGround_iff_reachable hsymm hK]
    constructor
    · intro h
      have hall : ∀ i, s i = s ⟨0, hn⟩ := fun i => h _ _ (hc.preconnected i ⟨0, hn⟩)
      rcases Int.units_eq_one_or (s ⟨0, hn⟩) with h0 | h0
      · exact Or.inl (funext fun i => (hall i).trans h0)
      · exact Or.inr (funext fun i => (hall i).trans h0)
    · rintro (rfl | rfl) i j _ <;> rfl

/-- For symmetric, nonnegative exchange integrals between distinct orbitals, the number of ground
assignments is two to the power of the number of connected components of the exchange graph. -/
theorem card_ground {K : Fin n → Fin n → ℝ} (hsymm : ∀ i j, K i j = K j i)
    (hK : ∀ i j, i ≠ j → 0 ≤ K i j) :
    Nat.card {s : Fin n → ℤˣ // IsGround K s} =
      2 ^ Nat.card (exchangeGraph K).ConnectedComponent := by
  have hrep : ∀ C : (exchangeGraph K).ConnectedComponent,
      ∃ v, (exchangeGraph K).connectedComponentMk v = C := fun C => Quot.exists_rep C
  have : Finite (exchangeGraph K).ConnectedComponent := Finite.of_surjective _ hrep
  -- one free spin direction per component
  let f : ((exchangeGraph K).ConnectedComponent → ℤˣ) → {s : Fin n → ℤˣ // IsGround K s} :=
    fun c => ⟨fun i => c ((exchangeGraph K).connectedComponentMk i),
      (isGround_iff_reachable hsymm hK _).2 fun _ _ hij =>
        congrArg c (SimpleGraph.ConnectedComponent.sound hij)⟩
  have hf : Function.Bijective f := by
    constructor
    · intro c d hcd
      funext C
      obtain ⟨v, rfl⟩ := hrep C
      exact congrFun (congrArg Subtype.val hcd) v
    · rintro ⟨s, hs⟩
      choose r hr using hrep
      refine ⟨fun C => s (r C), Subtype.ext (funext fun i => ?_)⟩
      exact (isGround_iff_reachable hsymm hK s).1 hs _ _
        (SimpleGraph.ConnectedComponent.exact (hr _))
  have h2 : Nat.card ℤˣ = 2 := by
    rw [Nat.card_eq_fintype_card]
    rfl
  rw [← Nat.card_congr (Equiv.ofBijective f hf), Nat.card_fun, h2]

/-- If all exchange integrals between distinct orbitals are positive, the ground assignments
are exactly those with all spins up or all spins down. -/
theorem ground_parallel_of_pos {K : Fin n → Fin n → ℝ} (hsymm : ∀ i j, K i j = K j i)
    (hpos : ∀ i j, i ≠ j → 0 < K i j) (s : Fin n → ℤˣ) :
    IsGround K s ↔ (s = (fun _ => 1) ∨ s = (fun _ => -1)) := by
  rcases Nat.eq_zero_or_pos n with rfl | hn
  · exact ⟨fun _ => Or.inl (Subsingleton.elim _ _),
      fun _ t => le_of_eq (congrArg (energy K) (Subsingleton.elim s t))⟩
  · refine (ground_parallel_iff_connected hn hsymm fun i j h => (hpos i j h).le).2 ?_ s
    refine (SimpleGraph.connected_iff _).2 ⟨?_, ⟨⟨0, hn⟩⟩⟩
    intro u v
    by_cases huv : u = v
    · rw [huv]
    · have hadj : (exchangeGraph K).Adj u v :=
        (SimpleGraph.fromRel_adj _ _ _).2 ⟨huv, Or.inl (hpos u v huv)⟩
      exact hadj.reachable

end

end HundFirstRule
```

```lean
#print axioms HundFirstRule.ground_parallel_iff_connected
-- 'HundFirstRule.ground_parallel_iff_connected' depends on axioms: [propext, Classical.choice, Quot.sound]
#print axioms HundFirstRule.card_ground
-- 'HundFirstRule.card_ground' depends on axioms: [propext, Classical.choice, Quot.sound]
#print axioms HundFirstRule.ground_parallel_of_pos
-- 'HundFirstRule.ground_parallel_of_pos' depends on axioms: [propext, Classical.choice, Quot.sound]
```

## How the definitions encode the shell

Orbitals are elements of `Fin n`, numbered from zero. A spin assignment is a function `Fin n → ℤˣ`; the units of the integers are exactly \(1\) and \(-1\), so no other spin value can occur. The exchange integrals are a real-valued function `K` of two orbitals.

The definition `energy` sums over ordered pairs `p` with `p.1 < p.2`, which counts each pair of orbitals once and leaves out the diagonal. `IsGround K s` says that the energy of `s` is at most that of every assignment `t`, with no restriction on the total spin projection.

The graph is built by `SimpleGraph.fromRel`, which joins two distinct vertices if the given relation holds in at least one order. Self-exchange entries \(K_{ii}\) therefore produce no edges. The hypothesis `hsymm` states the symmetry of `K`, and `hK` requires nonnegativity only for distinct orbitals, so the diagonal values are free.

The main theorem, `ground_parallel_iff_connected`, has an equivalence inside an equivalence. Its left side says that, for every `s`, being a ground assignment is the same as being all `1` or all `-1`. Its right side is `(exchangeGraph K).Connected`. The hypothesis `hn : 0 < n` is needed because Mathlib does not call the empty graph connected, whereas the single empty assignment satisfies the left side.

Two further theorems complete the result. `card_ground` states the count \(2^c\) for any number of orbitals. `ground_parallel_of_pos` covers the case in which all distinct orbitals have strictly positive exchange: the ground assignments are then exactly the uniform ones.

## How the proof follows the derivation

`energy_sub_parallel` is the gap formula. It turns the filtered sums into sums over all pairs with conditional terms, and the two `by_cases` splits check each pair according to its order and its spins. `linarith` then does the rearrangement. This lemma needs neither symmetry nor a sign condition.

`isGround_iff_adj` is the step from zero gap to parallel neighbours. In the forward direction, `s` is compared with the all-up assignment. In the reverse direction, every term of the gap of `s` vanishes, while the gap of any competitor `t` is nonnegative, so `s` is at least as low as `t`. Symmetry is used when an edge, or the positive entry of `K` behind it, is presented with its larger index first.

`isGround_iff_reachable` extends this from edges to chains by induction on a walk. The empty walk gives equality at once, and each additional edge contributes one more equality.

In `ground_parallel_iff_connected`, the forward direction assumes that some `v` cannot be reached from `u` and builds the assignment that is up on the component of `u` and down elsewhere. Its values at `u` and `v` rule out both uniform cases. The reverse direction compares every spin with that of orbital 0.

`card_ground` constructs a bijection `f` from sign choices on components to ground assignments. `ground_parallel_of_pos` treats \(n=0\) separately; otherwise any two distinct orbitals are adjacent, and the main theorem applies.

## `Finset.sum_eq_zero_iff_of_nonneg`: from one energy to every pair

The proof turns on the passage from a statement about a total energy to a statement about each pair. Mathlib supplies it as `Finset.sum_eq_zero_iff_of_nonneg`: if every term of a finite sum is nonnegative, then the sum is zero if and only if every term is zero.

In `isGround_iff_adj`, nonnegativity comes from `hnn s`. The vanishing of the sum is found by `linarith` from three facts: `hgap` identifies the sum with an energy difference, `hle` makes that difference at most zero, and `hpos` makes the sum at least zero. The result, `hzero`, can be applied to any antiparallel pair and returns \(K_{ij}=0\) for it. An edge between antiparallel orbitals would need a positive integral, which is a contradiction.

With integrals of mixed sign this inference would fail, since positive and negative contributions could cancel in the gap.

## Determinant energies and Hund's first rule

The theorems concern spin patterns with a definite up or down value in each orbital. Despite the name of the namespace, they do not prove Hund's first rule. That rule compares atomic terms of different total spin, and a non-uniform pattern of singly occupied orthonormal orbitals is never a state of definite total spin. Two electrons show the difference: relative to the sum of the one-electron and direct Coulomb energies, the triplet lies at \(-K_{01}\) and the singlet at \(+K_{01}\), while the determinant \(\uparrow\downarrow\) lies at zero, as an equal-weight superposition of the singlet and the triplet component with zero spin projection.

The model also keeps the orbitals and their single occupation fixed. It leaves out orbital relaxation, pairing of electrons in a lower orbital, spin–orbit coupling and the mixing of determinants. In a crystal field, the choice between high-spin and low-spin configurations involves the orbital splitting, the exchange energy and the direct repulsion of paired electrons; here the occupation is settled before the spins are chosen.

Finally, the file works with exact real numbers. It makes no statement about rounding, and uniqueness of the minimisers says nothing about the size of the gap: a connected graph held together by one very small integral can have a non-uniform assignment that floating-point energies fail to separate from the minimum.
